# Upper and lower bounds on the Fermi-Dirac charge neglected by truncating equally spaced levels

The neglected charge of a finite-temperature calculation is the charge in the levels left out when only finitely many bands are kept. Here each band is a single level, and the levels are $\mu + jd$ with $j = 0, 1, 2, \dots$, where $\mu$ is the chemical potential and $d > 0$ the spacing. The levels $j < m$ are kept. Levels below $\mu$ are taken to be kept as well and are not counted in $m$.

```lean
import Mathlib

open Filter Topology

namespace FiniteTemperatureBandCount

noncomputable section
```

The temperature $T > 0$ is in energy units, so it stands for $k_B T$. Each level holds at most one electron, and charge is counted in electrons. A level of energy $e$ has occupation $1/(e^{(e-\mu)/T}+1)$.

```lean
/-- Fermi-Dirac occupation of a level of energy `e` at chemical potential `mu` and
temperature `T ≠ 0`, with `T` in energy units. -/
def fermi (mu T e : ℝ) : ℝ := 1 / (Real.exp ((e - mu) / T) + 1)
```

The levels are non-interacting, and $\mu$ is a given number that is not readjusted after truncation.

```lean
/-- The equally spaced levels `mu + j d`, starting at the chemical potential. -/
def level (mu d : ℝ) (j : ℕ) : ℝ := mu + j * d
```

The neglected charge is

$$N(m) = \sum_{j\ge 0} f_{j+m},$$

where $f_j$ is the occupation of level $j$. Lean's `∑'` returns zero for a divergent series, so this definition has its physical meaning only once convergence is proved.

```lean
/-- For `d, T > 0`, the charge neglected by keeping only the levels `j < m`: the sum of the
occupations of all levels from `m` upwards. -/
def neglectedCharge (mu d T : ℝ) (m : ℕ) : ℝ :=
  ∑' j : ℕ, fermi mu T (level mu d (j + m))
```

With $q = e^{-d/T}$, the estimate to be compared with $N(m)$ is

$$E(m) = \frac{e^{-md/T}}{1-e^{-d/T}} = \frac{q^m}{1-q}.$$

```lean
/-- The estimate `exp(-m d/T) / (1 - exp(-d/T))` of the neglected charge,
for `d ≠ 0` and `T ≠ 0`. -/
def bandEstimate (d T : ℝ) (m : ℕ) : ℝ :=
  Real.exp (-(m * d / T)) / (1 - Real.exp (-(d / T)))
```

## Occupations as powers of one Boltzmann factor

The second form of $E(m)$ uses $e^{-md/T} = (e^{-d/T})^m$.

```lean
/-- The Boltzmann factor of `m` level spacings is the `m`-th power of that of one spacing. -/
theorem boltzmann_pow (d T : ℝ) (m : ℕ) :
    Real.exp (-(m * d / T)) = Real.exp (-(d / T)) ^ m := by
  rw [← Real.exp_nat_mul]
  congr 1
  ring
```

For level $j$ the chemical potential cancels in the exponent, and $e^{jd/T} = q^{-j}$. Multiplying numerator and denominator by $q^j$ gives

$$f_j = \frac{1}{q^{-j}+1} = \frac{q^j}{1+q^j}.$$

In the proof, `h` evaluates the exponential; the rest is cross-multiplication with $q^j$ treated as a positive number `Q`.

```lean
/-- The occupation of level `j` is `q^j / (1 + q^j)`, where `q = exp(-d/T)`. -/
theorem fermi_level (mu d T : ℝ) (j : ℕ) :
    fermi mu T (level mu d j) =
      Real.exp (-(d / T)) ^ j / (1 + Real.exp (-(d / T)) ^ j) := by
  have h : Real.exp ((mu + j * d - mu) / T) = (Real.exp (-(d / T)) ^ j)⁻¹ := by
    rw [← boltzmann_pow, ← Real.exp_neg]
    congr 1
    ring
  have hQ : 0 < Real.exp (-(d / T)) ^ j := pow_pos (Real.exp_pos _) j
  unfold fermi level
  rw [h]
  generalize Real.exp (-(d / T)) ^ j = Q at hQ
  rw [div_eq_div_iff (by positivity) (by positivity), mul_add, mul_add,
    mul_inv_cancel₀ hQ.ne']
  ring
```

## Convergence and the geometric tail

Since $d, T > 0$, we have $0 < q < 1$. The denominator $1+q^j$ exceeds 1, so $0 \le f_j \le q^j$, and the occupations are summable by comparison with the geometric series. The total charge of the levels $j \ge 0$ therefore splits into kept and neglected parts:

$$\sum_{j<m} f_j + N(m) = \sum_{j\ge0} f_j .$$

```lean
/-- For `d, T > 0` the total charge of the levels `mu + j d` with `j ≥ 0` is a convergent sum, and
for every `m` it is the charge of the `m` kept levels plus the neglected charge. -/
theorem charge_split (mu : ℝ) {d T : ℝ} (hd : 0 < d) (hT : 0 < T) :
    Summable (fun j : ℕ => fermi mu T (level mu d j)) ∧
    ∀ m : ℕ, ∑ j ∈ Finset.range m, fermi mu T (level mu d j) + neglectedCharge mu d T m
      = ∑' j : ℕ, fermi mu T (level mu d j) := by
  have hq : Real.exp (-(d / T)) < 1 := Real.exp_lt_one_iff.2 (neg_lt_zero.2 (div_pos hd hT))
  -- the occupations are dominated by a geometric series
  have hs : Summable (fun j : ℕ => fermi mu T (level mu d j)) := by
    refine Summable.of_nonneg_of_le (fun j => ?_) (fun j => ?_)
      (summable_geometric_of_lt_one (Real.exp_pos (-(d / T))).le hq)
    · rw [fermi_level]
      positivity
    · have hp : 0 < Real.exp (-(d / T)) ^ j := pow_pos (Real.exp_pos _) j
      rw [fermi_level]
      exact div_le_self hp.le (by linarith)
  exact ⟨hs, fun m => hs.sum_add_tsum_nat_add m⟩
```

The estimate is what remains if each neglected occupation is replaced by its Boltzmann factor:

$$\sum_{j\ge0} q^{j+m} = q^m\sum_{j\ge0}q^j = \frac{q^m}{1-q} = E(m).$$

`HasSum` says that the series converges to this value.

```lean
/-- For `d, T > 0` the estimate is the sum of the Boltzmann factors of all levels
from `m` upwards. -/
theorem hasSum_bandEstimate {d T : ℝ} (hd : 0 < d) (hT : 0 < T) (m : ℕ) :
    HasSum (fun j : ℕ => Real.exp (-(d / T)) ^ (j + m)) (bandEstimate d T m) := by
  have hq : Real.exp (-(d / T)) < 1 := Real.exp_lt_one_iff.2 (neg_lt_zero.2 (div_pos hd hT))
  have h := (hasSum_geometric_of_lt_one (Real.exp_pos (-(d / T))).le hq).mul_right
    (Real.exp (-(d / T)) ^ m)
  have hE : bandEstimate d T m
      = (1 - Real.exp (-(d / T)))⁻¹ * Real.exp (-(d / T)) ^ m := by
    unfold bandEstimate
    rw [boltzmann_pow]
    ring
  rw [hE]
  simpa only [pow_add] using h
```

## Bounds on the neglected charge

For every $j \ge 0$, $q^{j+m} \le q^m$, so $1 \le 1+q^{j+m} \le 1+q^m$ and

$$\frac{q^{j+m}}{1+q^m} \le f_{j+m} \le q^{j+m}.$$

These are `hlow` and `hup`. Summing over $j$, which is `hasSum_le`, gives

$$\frac{E(m)}{1+q^m} \le N(m) \le E(m).$$

```lean
/-- For `d, T > 0` the neglected charge is at most the estimate, and at least the estimate
divided by `1 + exp(-m d/T)`. -/
theorem neglectedCharge_sharp_bounds (mu : ℝ) {d T : ℝ} (hd : 0 < d) (hT : 0 < T) (m : ℕ) :
    bandEstimate d T m / (1 + Real.exp (-(m * d / T))) ≤ neglectedCharge mu d T m ∧
    neglectedCharge mu d T m ≤ bandEstimate d T m := by
  have hq : Real.exp (-(d / T)) < 1 := Real.exp_lt_one_iff.2 (neg_lt_zero.2 (div_pos hd hT))
  have hS := hasSum_bandEstimate hd hT m
  have hN : HasSum (fun j : ℕ => fermi mu T (level mu d (j + m)))
      (neglectedCharge mu d T m) :=
    ((summable_nat_add_iff m).2 (charge_split mu hd hT).1).hasSum
  have hp : ∀ j : ℕ, 0 < Real.exp (-(d / T)) ^ j := fun j => pow_pos (Real.exp_pos _) j
  -- level by level, the denominator lies between 1 and its value at the first neglected level
  have hlow : ∀ j : ℕ, Real.exp (-(d / T)) ^ (j + m) / (1 + Real.exp (-(m * d / T)))
      ≤ fermi mu T (level mu d (j + m)) := by
    intro j
    have hle : Real.exp (-(d / T)) ^ (j + m) ≤ Real.exp (-(d / T)) ^ m :=
      pow_le_pow_of_le_one (Real.exp_pos _).le hq.le (Nat.le_add_left m j)
    rw [fermi_level, boltzmann_pow]
    exact div_le_div_of_nonneg_left (hp _).le (by linarith [hp (j + m)]) (by linarith)
  have hup : ∀ j : ℕ, fermi mu T (level mu d (j + m)) ≤ Real.exp (-(d / T)) ^ (j + m) := by
    intro j
    rw [fermi_level]
    exact div_le_self (hp _).le (by linarith [hp (j + m)])
  exact ⟨hasSum_le hlow (hS.div_const _) hN, hasSum_le hup hN hS⟩
```

Because $q^m \le 1$, the denominator on the left is at most 2. Hence $\tfrac12E(m) \le N(m) \le E(m)$ for every $m$, including $m=0$.

```lean
/-- For `d, T > 0` the charge neglected by keeping only the levels `j < m` lies between
one half and one times `exp(-m d/T) / (1 - exp(-d/T))`. -/
theorem neglectedCharge_bounds (mu : ℝ) {d T : ℝ} (hd : 0 < d) (hT : 0 < T) (m : ℕ) :
    1 / 2 * bandEstimate d T m ≤ neglectedCharge mu d T m ∧
    neglectedCharge mu d T m ≤ bandEstimate d T m := by
  obtain ⟨h1, h2⟩ := neglectedCharge_sharp_bounds mu hd hT m
  have hx : Real.exp (-(m * d / T)) ≤ 1 :=
    Real.exp_le_one_iff.2 (neg_nonpos.2 (by positivity))
  have hE : 0 ≤ bandEstimate d T m :=
    (hasSum_bandEstimate hd hT m).nonneg (fun j => by positivity)
  have h3 : bandEstimate d T m / 2 ≤ bandEstimate d T m / (1 + Real.exp (-(m * d / T))) :=
    div_le_div_of_nonneg_left hE (by positivity) (by linarith)
  exact ⟨by linarith, h2⟩
```

## Effect of additional bands

At fixed $d/T$, one more band multiplies the estimate by $q$:

$$\frac{E(m+1)}{E(m)} = \frac{q^{m+1}}{q^m} = q = e^{-d/T}.$$

```lean
/-- For `d, T > 0` each additional band multiplies the estimate by `exp(-d/T)`. -/
theorem bandEstimate_ratio {d T : ℝ} (hd : 0 < d) (hT : 0 < T) (m : ℕ) :
    bandEstimate d T (m + 1) / bandEstimate d T m = Real.exp (-(d / T)) := by
  have hq : Real.exp (-(d / T)) < 1 := Real.exp_lt_one_iff.2 (neg_lt_zero.2 (div_pos hd hT))
  have hE : 0 < bandEstimate d T m := div_pos (Real.exp_pos _) (sub_pos.2 hq)
  rw [div_eq_iff hE.ne']
  unfold bandEstimate
  rw [boltzmann_pow d T (m + 1), boltzmann_pow d T m, pow_succ]
  ring
```

Dividing the sharper bounds by $E(m) > 0$ gives

$$\frac{1}{1+q^m} \le \frac{N(m)}{E(m)} \le 1.$$

As $m$ grows, $q^m \to 0$, and the ratio is squeezed to 1.

```lean
/-- For `d, T > 0` the ratio of the neglected charge to the estimate tends to one as the
number of kept bands grows. -/
theorem neglectedCharge_asymptotic (mu : ℝ) {d T : ℝ} (hd : 0 < d) (hT : 0 < T) :
    Tendsto (fun m : ℕ => neglectedCharge mu d T m / bandEstimate d T m) atTop (𝓝 1) := by
  have hq : Real.exp (-(d / T)) < 1 := Real.exp_lt_one_iff.2 (neg_lt_zero.2 (div_pos hd hT))
  have hE : ∀ m : ℕ, 0 < bandEstimate d T m :=
    fun m => div_pos (Real.exp_pos _) (sub_pos.2 hq)
  have hlim : Tendsto (fun m : ℕ => (1 + Real.exp (-(d / T)) ^ m)⁻¹) atTop (𝓝 1) := by
    have h := ((tendsto_pow_atTop_nhds_zero_of_lt_one
      (Real.exp_pos (-(d / T))).le hq).const_add 1).inv₀ (by norm_num)
    rwa [add_zero, inv_one] at h
  have hlow : ∀ m : ℕ, (1 + Real.exp (-(d / T)) ^ m)⁻¹
      ≤ neglectedCharge mu d T m / bandEstimate d T m := by
    intro m
    have h := (neglectedCharge_sharp_bounds mu hd hT m).1
    rw [boltzmann_pow] at h
    rw [le_div_iff₀ (hE m), inv_mul_eq_div]
    exact h
  have hup : ∀ m : ℕ, neglectedCharge mu d T m / bandEstimate d T m ≤ 1 := fun m =>
    (div_le_one (hE m)).2 (neglectedCharge_sharp_bounds mu hd hT m).2
  exact tendsto_of_tendsto_of_tendsto_of_le_of_le hlim tendsto_const_nhds hlow hup
```

## How many bands a tolerance requires

For any $a > 0$, taking logarithms gives

$$E(m)\le a \iff -\frac{md}{T} \le \log\bigl(a(1-q)\bigr) \iff m \ge \frac Td\log\frac{1}{a(1-q)}.$$

This is `key`. Let $\eta > 0$ be the largest acceptable neglected charge. With $a=\eta$ the condition is sufficient, since $N(m)\le E(m)$. With $a=2\eta$ it is necessary, since $N(m)\le\eta$ forces $E(m)\le 2N(m)\le2\eta$.

```lean
/-- For `d, T > 0` and a tolerance `η > 0`, keeping `m ≥ (T/d) log(1/(η (1 - exp(-d/T))))`
bands makes the neglected charge at most `η`; conversely, a neglected charge of at most `η`
requires `m ≥ (T/d) log(1/(2 η (1 - exp(-d/T))))`. -/
theorem band_count (mu : ℝ) {d T η : ℝ} (hd : 0 < d) (hT : 0 < T) (hη : 0 < η) (m : ℕ) :
    (T / d * Real.log (1 / (η * (1 - Real.exp (-(d / T))))) ≤ m →
      neglectedCharge mu d T m ≤ η) ∧
    (neglectedCharge mu d T m ≤ η →
      T / d * Real.log (1 / (2 * η * (1 - Real.exp (-(d / T))))) ≤ m) := by
  have hq : 0 < 1 - Real.exp (-(d / T)) :=
    sub_pos.2 (Real.exp_lt_one_iff.2 (neg_lt_zero.2 (div_pos hd hT)))
  -- solve the inequality "estimate at most a" for the number of bands
  have key : ∀ a : ℝ, 0 < a → (bandEstimate d T m ≤ a ↔
      T / d * Real.log (1 / (a * (1 - Real.exp (-(d / T))))) ≤ m) := by
    intro a ha
    unfold bandEstimate
    rw [div_le_iff₀ hq, ← Real.le_log_iff_exp_le (mul_pos ha hq), one_div, Real.log_inv]
    generalize Real.log (a * (1 - Real.exp (-(d / T)))) = L
    rw [neg_le, le_div_iff₀ hT, show T / d * -L = -L * T / d by ring, div_le_iff₀ hd]
  obtain ⟨h1, h2⟩ := neglectedCharge_bounds mu hd hT m
  exact ⟨fun h => h2.trans ((key η hη).2 h),
    fun h => (key (2 * η) (by positivity)).1 (by linarith)⟩

end

end FiniteTemperatureBandCount
```

```lean
#print axioms FiniteTemperatureBandCount.neglectedCharge_bounds
#print axioms FiniteTemperatureBandCount.bandEstimate_ratio
#print axioms FiniteTemperatureBandCount.neglectedCharge_asymptotic
#print axioms FiniteTemperatureBandCount.band_count
```

```
'FiniteTemperatureBandCount.neglectedCharge_bounds' depends on axioms: [propext, Classical.choice, Quot.sound]
'FiniteTemperatureBandCount.bandEstimate_ratio' depends on axioms: [propext, Classical.choice, Quot.sound]
'FiniteTemperatureBandCount.neglectedCharge_asymptotic' depends on axioms: [propext, Classical.choice, Quot.sound]
'FiniteTemperatureBandCount.band_count' depends on axioms: [propext, Classical.choice, Quot.sound]
```

## Example: spacing $d = T\log 2$

Here $q = 1/2$ and $E(m) = 2^{1-m}$. For $\eta = 0.01$ the sufficient condition is $m \ge \log_2 200 \approx 7.64$ and the necessary one is $m \ge \log_2 100 \approx 6.64$, which leaves $m=7$ or $m=8$ as the smallest adequate count. The sharper lower bound decides: $N(7) \ge (1/64)/(1+1/128) = 2/129 \approx 0.0155$, so seven levels are too few. Eight suffice, since $N(8)\le 1/128 \approx 0.0078$.

These counts hold for non-interacting levels with this equal spacing, the first counted level lying exactly at $\mu$, and for fixed $\mu$. A self-consistent calculation normally fixes the number of electrons instead, so $\mu$ and the levels themselves can change when bands are removed. The bounds proved here do not cover that case, nor a spectrum that is not equally spaced.
